# Hencky strains of successive planar, volume-preserving stretches add exactly when the stretches commute

The first choice is how to say that a matrix is the logarithmic strain of a deformation. Here it is said by an equation and not by a matrix logarithm: a real matrix $H$ is a Hencky strain of the deformation gradient $F$ if $H$ is symmetric and $\exp(2H)=F^{\mathsf T}F$, the right Cauchy–Green tensor. This is `IsHenckyStrain F H`.

The strains to be combined are planar and traceless. With principal values $h$ and $-h$, and the axis of $h$ at angle $\theta$, such a strain is

$$S(h,\theta)=h\,N(\theta),\qquad N(\theta)=\begin{pmatrix}\cos2\theta&\sin2\theta\\ \sin2\theta&-\cos2\theta\end{pmatrix},$$

written `shearStrain h θ`. Take $A=S(a,\alpha)$ and $B=S(b,\beta)$. Stretching by $\exp A$ and then by $\exp B$ gives $F=\exp B\,\exp A$, and the question is whether $A+B$ is a Hencky strain of $F$. The answer matters when a simulation cell is deformed in finite steps: for homogeneous stretches of this planar, volume-preserving kind, adding the logarithmic strains of two steps gives the total strain only if the steps commute.

In Lean 4 with Mathlib:

```lean
import Mathlib

open Matrix

namespace HenckyNonAdditivity

noncomputable section

/-- Planar traceless strain with principal values `h` and `-h`, the axis of `h` lying at angle `θ`. -/
def shearStrain (h θ : ℝ) : Matrix (Fin 2) (Fin 2) ℝ :=
  !![h * Real.cos (2 * θ), h * Real.sin (2 * θ);
     h * Real.sin (2 * θ), -(h * Real.cos (2 * θ))]

/-- `H` is a Hencky (logarithmic) strain of the deformation gradient `F`: it is symmetric and
`exp (2H)` is the right Cauchy-Green tensor `Fᵀ F`. -/
def IsHenckyStrain {n : Type*} [Fintype n] [DecidableEq n] (F H : Matrix n n ℝ) : Prop :=
  H.IsSymm ∧ NormedSpace.exp ((2 : ℝ) • H) = Fᵀ * F
```

## Planar strain without volume change

Zero trace means $\det\exp A=1$, so the area is preserved. Planarity leaves one amplitude and one angle. Every matrix $\begin{pmatrix}x&y\\y&-x\end{pmatrix}$ has the form $S(r,\gamma)$ with $r^2=x^2+y^2$: write $(x,y)=r(\cos2\gamma,\sin2\gamma)$. In particular, the sum of two such strains is another one.

By hand, this hypothesis gives the exponential in closed form. If $R$ is the rotation by $\theta$, then $S(h,\theta)=R\,\mathrm{diag}(h,-h)\,R^{\mathsf T}$, and so

$$\exp S(h,\theta)=R\,\mathrm{diag}(e^h,e^{-h})\,R^{\mathsf T}=\cosh h\;I+\sinh h\;N(\theta).$$

Since $\operatorname{tr}N=0$ and $\operatorname{tr}N(\alpha)N(\beta)=2\cos2(\alpha-\beta)$,

$$\operatorname{tr}\big(e^{S(x,\alpha)}e^{S(y,\beta)}\big)=2\big(\cosh x\cosh y+\cos2(\alpha-\beta)\sinh x\sinh y\big).$$

In the file, `exists_shearStrain` takes $r$ and $2\gamma$ from the polar form of a complex number. `exp_shearStrain` follows the rotation argument, with `Matrix.exp_conj` moving the exponential inside the rotation and `Matrix.exp_diagonal` evaluating it there. `trace_exp_mul_exp` multiplies two closed forms and applies the cosine subtraction formula.

Without planarity this route stops: a traceless symmetric $3\times3$ strain has two independent principal values, and its exponential is no longer governed by a single hyperbolic angle.

```lean
/-- A planar shear strain is a symmetric tensor. -/
theorem shearStrain_isSymm (h θ : ℝ) : (shearStrain h θ).IsSymm := by
  ext i j
  fin_cases i <;> fin_cases j <;> simp [shearStrain]

/-- Every traceless symmetric planar strain is a shear strain along some axis, and its principal
value squared is the sum of the squares of its two components. -/
theorem exists_shearStrain (x y : ℝ) :
    ∃ r γ : ℝ, !![x, y; y, -x] = shearStrain r γ ∧ r ^ 2 = x ^ 2 + y ^ 2 := by
  obtain ⟨r, t, h1, h2⟩ : ∃ r t : ℝ, r * Real.cos t = x ∧ r * Real.sin t = y :=
    ⟨‖(⟨x, y⟩ : ℂ)‖, Complex.arg ⟨x, y⟩, Complex.norm_mul_cos_arg _, Complex.norm_mul_sin_arg _⟩
  refine ⟨r, t / 2, ?_, ?_⟩
  · rw [shearStrain, show 2 * (t / 2) = t by ring, h1, h2]
  · linear_combination (r * Real.cos t + x) * h1 + (r * Real.sin t + y) * h2
      - r ^ 2 * Real.sin_sq_add_cos_sq t

/-- The stretch tensor generated by a planar shear strain, in closed form. -/
theorem exp_shearStrain (h θ : ℝ) :
    NormedSpace.exp (shearStrain h θ) =
      !![Real.cosh h + Real.sinh h * Real.cos (2 * θ), Real.sinh h * Real.sin (2 * θ);
         Real.sinh h * Real.sin (2 * θ), Real.cosh h - Real.sinh h * Real.cos (2 * θ)] := by
  -- rotate to the principal axes
  obtain ⟨R, hR⟩ : ∃ R : Matrix (Fin 2) (Fin 2) ℝ,
    R = !![Real.cos θ, -Real.sin θ; Real.sin θ, Real.cos θ] := ⟨_, rfl⟩
  obtain ⟨Q, hQ⟩ : ∃ Q : Matrix (Fin 2) (Fin 2) ℝ,
    Q = !![Real.cos θ, Real.sin θ; -Real.sin θ, Real.cos θ] := ⟨_, rfl⟩
  have hRQ : R * Q = 1 := by
    rw [hR, hQ]
    ext i j
    fin_cases i <;> fin_cases j <;> simp [Matrix.mul_apply, Fin.sum_univ_two] <;>
      nlinarith [Real.sin_sq_add_cos_sq θ]
  have hinv : R⁻¹ = Q := Matrix.inv_eq_right_inv hRQ
  have hU : IsUnit R := ⟨⟨R, Q, hRQ, mul_eq_one_comm.mp hRQ⟩, rfl⟩
  have hdiag : ∀ x y : ℝ, diagonal ![x, y] = !![x, 0; 0, y] := by
    intro x y
    ext i j
    fin_cases i <;> fin_cases j <;> simp
  have hS : shearStrain h θ = R * diagonal ![h, -h] * R⁻¹ := by
    rw [hinv, hR, hQ, shearStrain, hdiag, Matrix.mul_fin_two, Matrix.mul_fin_two,
      Real.cos_two_mul', Real.sin_two_mul]
    ext i j
    fin_cases i <;> fin_cases j <;> simp <;> ring
  have hexp : NormedSpace.exp ![h, -h] = ![Real.exp h, Real.exp (-h)] := by
    ext i
    have hi : NormedSpace.exp ![h, -h] i = NormedSpace.exp (![h, -h] i) := by
      exact Pi.coe_exp _ _
    rw [hi, ← Real.exp_eq_exp_ℝ]
    fin_cases i <;> simp
  rw [hS, Matrix.exp_conj _ _ hU, Matrix.exp_diagonal, hinv, hexp, hR, hQ, hdiag,
    Matrix.mul_fin_two, Matrix.mul_fin_two,
    Real.cosh_eq, Real.sinh_eq, Real.cos_two_mul', Real.sin_two_mul]
  ext i j
  fin_cases i <;> fin_cases j <;> simp <;>
    first
      | ring1
      | linear_combination (Real.exp h + Real.exp (-h)) / 2 * Real.sin_sq_add_cos_sq θ

/-- The trace of a product of two planar stretches follows a hyperbolic law of cosines in twice the
angle between their axes. -/
theorem trace_exp_mul_exp (x y α β : ℝ) :
    trace (NormedSpace.exp (shearStrain x α) * NormedSpace.exp (shearStrain y β)) =
      2 * (Real.cosh x * Real.cosh y
        + Real.cos (2 * (α - β)) * (Real.sinh x * Real.sinh y)) := by
  rw [exp_shearStrain, exp_shearStrain, Matrix.mul_fin_two, Matrix.trace_fin_two_of,
    show 2 * (α - β) = 2 * α - 2 * β by ring, Real.cos_sub]
  ring
```

## Two nonzero strains with different axes

The conditions $a\neq0$ and $b\neq0$ say that both steps deform the body. The condition $\sin2(\alpha-\beta)\neq0$ says that their principal axes differ, even after exchanging the two axes of one strain. Under these conditions,

$$\operatorname{tr}\exp(2A+2B)<\operatorname{tr}\big(\exp A\,\exp(2B)\,\exp A\big).$$

Put $x=2a$, $y=2b$ and $c=\cos2(\alpha-\beta)$. By cyclicity the right-hand trace is $\operatorname{tr}(e^{2A}e^{2B})=2(\cosh x\cosh y+c\sinh x\sinh y)$. On the left, $2A+2B=S(r,\gamma)$ with $r^2=x^2+y^2+2cxy$, so the trace is $2\cosh r$. A Euclidean law of cosines is thus compared with a hyperbolic one.

Let $p=(1+c)/2$ and $q=(1-c)/2$, which are nonnegative and sum to 1. Then

$$r^2=p(x+y)^2+q(x-y)^2,$$
$$\cosh x\cosh y+c\sinh x\sinh y=p\cosh(x+y)+q\cosh(x-y).$$

Expand $\cosh r=\sum_n (r^2)^n/(2n)!$, and the other two cosines likewise. Convexity of $t\mapsto t^n$ on $t\ge0$ gives

$$(r^2)^n\le p(x+y)^{2n}+q(x-y)^{2n}$$

for every $n$. At $n=2$ the difference between the two sides is

$$pq\big((x+y)^2-(x-y)^2\big)^2=4(1-c^2)x^2y^2>0.$$

All three conditions are used in that last sign, since $1-c^2=\sin^22(\alpha-\beta)$.

`cosh_lt_hyperbolic` is this argument: `hasSum_lt` compares the series, `convexOn_pow` supplies the weak inequalities, and `h4` with `hpos` supplies the strict one. `trace_exp_add_lt` then brings the traces into the required form, with `Matrix.trace_mul_cycle` merging the outer factors.

If any of the three conditions fails, the inequality becomes an equality. For $a=0$ both traces are $2\cosh2b$, and similarly for $b=0$; for $c=\pm1$ one has $r=\pm(x\pm y)$, with the inner sign that of $c$, and the two laws of cosines agree.

```lean
/-- If `r` is given by the Euclidean law of cosines for nonzero `x`, `y` and a cosine `c` strictly
between `-1` and `1`, `cosh r` is strictly below the value given by the hyperbolic law. -/
theorem cosh_lt_hyperbolic {x y r c : ℝ} (hx : x ≠ 0) (hy : y ≠ 0) (hc : c ^ 2 < 1)
    (hr : r ^ 2 = x ^ 2 + y ^ 2 + 2 * c * x * y) :
    Real.cosh r < Real.cosh x * Real.cosh y + c * (Real.sinh x * Real.sinh y) := by
  have hp : 0 ≤ (1 + c) / 2 := by nlinarith
  have hq : 0 ≤ (1 - c) / 2 := by nlinarith
  have key : Real.cosh r <
      (1 + c) / 2 * Real.cosh (x + y) + (1 - c) / 2 * Real.cosh (x - y) := by
    refine hasSum_lt (i := 2) ?_ ?_ (Real.hasSum_cosh r)
      (((Real.hasSum_cosh (x + y)).mul_left ((1 + c) / 2)).add
        ((Real.hasSum_cosh (x - y)).mul_left ((1 - c) / 2)))
    · -- each term of the series obeys convexity of the n-th power
      intro n
      have h := (convexOn_pow (𝕜 := ℝ) n).2 (Set.mem_Ici.mpr (sq_nonneg (x + y)))
        (Set.mem_Ici.mpr (sq_nonneg (x - y))) hp hq (by ring)
      simp only [smul_eq_mul] at h
      rw [show (1 + c) / 2 * (x + y) ^ 2 + (1 - c) / 2 * (x - y) ^ 2 = r ^ 2 by
        rw [hr]; ring, ← pow_mul, ← pow_mul, ← pow_mul] at h
      have h' : r ^ (2 * n) / ((2 * n).factorial : ℝ) ≤
          (1 + c) / 2 * ((x + y) ^ (2 * n) / ((2 * n).factorial : ℝ))
          + (1 - c) / 2 * ((x - y) ^ (2 * n) / ((2 * n).factorial : ℝ)) := by
        rw [← mul_div_assoc, ← mul_div_assoc, ← add_div]
        exact div_le_div_of_nonneg_right h (Nat.cast_nonneg _)
      exact h'
    · -- the fourth-order term is strict
      have h4 : (1 + c) / 2 * (x + y) ^ (2 * 2) + (1 - c) / 2 * (x - y) ^ (2 * 2)
          - r ^ (2 * 2) = 4 * ((1 - c ^ 2) * (x * y) ^ 2) := by
        linear_combination (-(r ^ 2 + (x ^ 2 + y ^ 2 + 2 * c * x * y))) * hr
      have hpos : 0 < (1 - c ^ 2) * (x * y) ^ 2 :=
        mul_pos (by linarith) (by positivity)
      have h' : r ^ (2 * 2) / ((2 * 2).factorial : ℝ) <
          (1 + c) / 2 * ((x + y) ^ (2 * 2) / ((2 * 2).factorial : ℝ))
          + (1 - c) / 2 * ((x - y) ^ (2 * 2) / ((2 * 2).factorial : ℝ)) := by
        rw [← mul_div_assoc, ← mul_div_assoc, ← add_div]
        exact div_lt_div_of_pos_right (by linarith) (Nat.cast_pos.mpr (Nat.factorial_pos _))
      exact h'
  rw [Real.cosh_add, Real.cosh_sub] at key
  linarith

/-- For two nonzero planar shear strains with non-coaxial axes, the Cauchy-Green tensor of the
successive stretches has a strictly larger trace than that built from the summed strain. -/
theorem trace_exp_add_lt {a b α β : ℝ} (ha : a ≠ 0) (hb : b ≠ 0)
    (hs : Real.sin (2 * (α - β)) ≠ 0) :
    trace (NormedSpace.exp ((2 : ℝ) • (shearStrain a α + shearStrain b β))) <
      trace (NormedSpace.exp (shearStrain a α) * NormedSpace.exp ((2 : ℝ) • shearStrain b β)
        * NormedSpace.exp (shearStrain a α)) := by
  have hdouble : ∀ h θ : ℝ, (2 : ℝ) • shearStrain h θ = shearStrain (2 * h) θ := by
    intro h θ
    ext i j
    fin_cases i <;> fin_cases j <;> simp [shearStrain, mul_assoc]
  obtain ⟨r, γ, hS, hr⟩ := exists_shearStrain
    (2 * (a * Real.cos (2 * α) + b * Real.cos (2 * β)))
    (2 * (a * Real.sin (2 * α) + b * Real.sin (2 * β)))
  have hsum : (2 : ℝ) • (shearStrain a α + shearStrain b β) = shearStrain r γ := by
    rw [← hS]
    ext i j
    fin_cases i <;> fin_cases j <;> simp [shearStrain]
    ring
  have hc : Real.cos (2 * (α - β)) ^ 2 < 1 := by
    have h1 : 0 < Real.sin (2 * (α - β)) ^ 2 := by positivity
    linarith [Real.sin_sq_add_cos_sq (2 * (α - β))]
  have hr' : r ^ 2 = (2 * a) ^ 2 + (2 * b) ^ 2
      + 2 * Real.cos (2 * (α - β)) * (2 * a) * (2 * b) := by
    rw [mul_sub, Real.cos_sub]
    linear_combination hr + 4 * a ^ 2 * Real.sin_sq_add_cos_sq (2 * α)
      + 4 * b ^ 2 * Real.sin_sq_add_cos_sq (2 * β)
  have hlt := cosh_lt_hyperbolic (mul_ne_zero two_ne_zero ha) (mul_ne_zero two_ne_zero hb) hc hr'
  -- cyclicity merges the two outer factors
  rw [Matrix.trace_mul_cycle, ← Matrix.exp_add_of_commute _ _ (Commute.refl (shearStrain a α)),
    ← two_smul ℝ (shearStrain a α), hdouble, hdouble, trace_exp_mul_exp, hsum,
    exp_shearStrain, Matrix.trace_fin_two_of]
  linarith
```

## Symmetric strain tensors

A symmetric $A$ makes $\exp A$ a pure stretch, with no rotation. By hand, symmetry enters through $(\exp A)^{\mathsf T}=\exp A^{\mathsf T}=\exp A$:

$$F^{\mathsf T}F=\exp A\,\exp B\,\exp B\,\exp A=\exp A\,\exp(2B)\,\exp A.$$

`cauchyGreen_successive` proves this in any finite dimension, using `hA` and `hB` after transposing the exponentials. If $A$ were antisymmetric, $\exp A$ would be a rotation and the first factor would be $\exp(-A)$.

Symmetry of $H$ in the definition does a different job: it excludes spurious logarithms. With $J=\begin{pmatrix}0&-1\\1&0\end{pmatrix}$ one has $\exp(2\pi J)=I$, so without that requirement $\pi J$ would count as a strain of the undeformed body.

```lean
/-- The right Cauchy-Green tensor of the stretch `exp A` followed by the stretch `exp B`. -/
theorem cauchyGreen_successive {n : Type*} [Fintype n] [DecidableEq n] {A B : Matrix n n ℝ}
    (hA : A.IsSymm) (hB : B.IsSymm) :
    (NormedSpace.exp B * NormedSpace.exp A)ᵀ * (NormedSpace.exp B * NormedSpace.exp A) =
      NormedSpace.exp A * NormedSpace.exp ((2 : ℝ) • B) * NormedSpace.exp A := by
  rw [Matrix.transpose_mul, ← Matrix.exp_transpose, ← Matrix.exp_transpose, hA.eq, hB.eq,
    two_smul, Matrix.exp_add_of_commute B B (Commute.refl B)]
  simp only [Matrix.mul_assoc]
```

## Commuting strains

Two symmetric strains that commute share a set of principal axes. Their exponentials then combine as numbers do:

$$\exp A\,\exp(2B)\,\exp A=\exp(2A+2B),$$

so $A+B$ is a Hencky strain of $F$. `isHenckyStrain_add_of_commute` proves this in any finite dimension by applying `Matrix.exp_add_of_commute` twice.

For planar shear strains the commutator is explicit:

$$AB-BA=2ab\sin2(\alpha-\beta)\,J.$$

It vanishes exactly when $a=0$, $b=0$ or $\sin2(\alpha-\beta)=0$, which are the alternatives in `isHenckyStrain_add_iff`. From right to left, the proof checks the commutator entry by entry and applies the previous theorem. From left to right, it supposes that all three alternatives fail; the definition then equates two tensors whose traces `trace_exp_add_lt` has shown to be different. So without commutation, additivity fails for every pair of planar shear strains, however small.

```lean
/-- In any dimension, the Hencky strains of successive stretches add if they commute. -/
theorem isHenckyStrain_add_of_commute {n : Type*} [Fintype n] [DecidableEq n]
    {A B : Matrix n n ℝ} (hA : A.IsSymm) (hB : B.IsSymm) (h : Commute A B) :
    IsHenckyStrain (NormedSpace.exp B * NormedSpace.exp A) (A + B) := by
  refine ⟨hA.add hB, ?_⟩
  have h1 : Commute A ((2 : ℝ) • B) := h.smul_right (2 : ℝ)
  have h2 : Commute (A + (2 : ℝ) • B) A := (Commute.refl A).add_left h1.symm
  rw [cauchyGreen_successive hA hB,
    show (2 : ℝ) • (A + B) = (A + (2 : ℝ) • B) + A by module,
    Matrix.exp_add_of_commute _ _ h2, Matrix.exp_add_of_commute _ _ h1]

/-- The Hencky strains of two successive planar shear stretches add exactly when one of them
vanishes or their principal axes coincide (up to exchange of the two axes). -/
theorem isHenckyStrain_add_iff (a b α β : ℝ) :
    IsHenckyStrain (NormedSpace.exp (shearStrain b β) * NormedSpace.exp (shearStrain a α))
      (shearStrain a α + shearStrain b β) ↔
      a = 0 ∨ b = 0 ∨ Real.sin (2 * (α - β)) = 0 := by
  have hA := shearStrain_isSymm a α
  have hB := shearStrain_isSymm b β
  constructor
  · intro h
    by_contra hne
    simp only [not_or] at hne
    have heq := h.2
    rw [cauchyGreen_successive hA hB] at heq
    exact (trace_exp_add_lt hne.1 hne.2.1 hne.2.2).ne (congrArg trace heq)
  · intro h
    have hz : a * b * Real.sin (2 * (α - β)) = 0 := by
      rcases h with h | h | h <;> simp [h]
    rw [mul_sub, Real.sin_sub] at hz
    -- the commutator is proportional to the sine of the doubled angle
    refine isHenckyStrain_add_of_commute hA hB ?_
    change shearStrain a α * shearStrain b β = shearStrain b β * shearStrain a α
    ext i j
    fin_cases i <;> fin_cases j <;>
      simp [shearStrain, Matrix.mul_apply, Fin.sum_univ_two] <;>
      first
        | ring1
        | linear_combination (-2) * hz
        | linear_combination 2 * hz
```

## A stretch along the axes followed by one at 45 degrees

For $A=\mathrm{diag}(a,-a)$ and $B$ with zero diagonal and off-diagonal entries $b$, the angles are $\alpha=0$ and $\beta=\pi/4$. Then $\sin2(\alpha-\beta)=-1$ and $c=0$, and the trace inequality reads

$$2\cosh\!\big(2\sqrt{a^2+b^2}\big)<2\cosh2a\,\cosh2b .$$

`diagonal_then_offDiagonal` identifies the two matrices as shear strains and draws both conclusions for nonzero $a$ and $b$: the strict inequality, and the failure of $A+B$ to be a Hencky strain of $F$.

```lean
/-- For `A = diag(a, -a)` and `B` purely off-diagonal with entry `b`, both nonzero, the trace
inequality is strict and `A + B` is not a Hencky strain of the successive stretches. -/
theorem diagonal_then_offDiagonal {a b : ℝ} (ha : a ≠ 0) (hb : b ≠ 0) :
    let A : Matrix (Fin 2) (Fin 2) ℝ := !![a, 0; 0, -a]
    let B : Matrix (Fin 2) (Fin 2) ℝ := !![0, b; b, 0]
    trace (NormedSpace.exp ((2 : ℝ) • A + (2 : ℝ) • B)) <
        trace (NormedSpace.exp A * NormedSpace.exp ((2 : ℝ) • B) * NormedSpace.exp A) ∧
      ¬ IsHenckyStrain (NormedSpace.exp B * NormedSpace.exp A) (A + B) := by
  intro A B
  have hA : A = shearStrain a 0 := by simp [A, shearStrain]
  have hB : B = shearStrain b (Real.pi / 4) := by
    simp [B, shearStrain, show 2 * (Real.pi / 4) = Real.pi / 2 by ring]
  have hs : Real.sin (2 * (0 - Real.pi / 4)) ≠ 0 := by
    rw [show 2 * (0 - Real.pi / 4) = -(Real.pi / 2) by ring, Real.sin_neg,
      Real.sin_pi_div_two]
    norm_num
  rw [← smul_add, hA, hB, isHenckyStrain_add_iff]
  exact ⟨trace_exp_add_lt ha hb hs, fun h => h.elim ha (fun h => h.elim hb hs)⟩

end

end HenckyNonAdditivity
```

```lean
#print axioms HenckyNonAdditivity.isHenckyStrain_add_iff
#print axioms HenckyNonAdditivity.diagonal_then_offDiagonal
```

```
'HenckyNonAdditivity.isHenckyStrain_add_iff' depends on axioms: [propext, Classical.choice, Quot.sound]
'HenckyNonAdditivity.diagonal_then_offDiagonal' depends on axioms: [propext, Classical.choice, Quot.sound]
```

## Area changes and the spatial strain tensor

The same argument covers planar strains with a trace. Replace $A$ by $A+sI$ and $B$ by $B+tI$, with $s$ and $t$ real. The isotropic parts commute with everything, so $F^{\mathsf T}F$ and the exponential of twice the summed strain are both multiplied by $e^{2(s+t)}$. Additivity is therefore decided by the traceless parts alone.

The strain could also have been modelled in the deformed frame, by requiring $\exp(2H)=FF^{\mathsf T}$. The tensor to compare with would then be $\exp B\,\exp(2A)\,\exp B$, with the roles of the two steps exchanged. Its trace is the same, and commuting strains still add, so the criterion for additivity would not change. When the strains do not commute, however, the actual Hencky strain would in general be a different matrix, rotated relative to the first.
